# Lindblad evolution conserves the trace, and its generator commutes with the adjoint

For complex $n\times n$ matrices $H$, $L_k$ and $\rho$, let
$$G(\rho)=-i[H,\rho]+\sum_k\Big(L_k\rho L_k^\dagger-\tfrac12\{L_k^\dagger L_k,\rho\}\Big).$$
Then $\operatorname{Tr}G(\rho)=0$ for every $H$; $G(\rho^\dagger)=G(\rho)^\dagger$ when $H$ is Hermitian; and a differentiable solution of $\dot\rho=G(\rho)$ on an interval of times has constant trace. Lindblad's theorem also includes complete positivity of the evolution and the converse that every such semigroup has a generator of this form, and neither is treated here. For a finite-level open system, constant trace is conservation of total probability, so a drift of $\operatorname{Tr}\rho$ in a numerical integration of this equation is an error of the computation.

## The objects

```lean
import Mathlib

open Matrix

namespace LindbladGenerator

noncomputable section

variable {n K : Type*} [Fintype n] [Fintype K]
```

The type `n` labels the basis states and `K` the jump operators. Lean's `ᴴ` is $\dagger$, and $\hbar=1$.

```lean
/-- The commutator `[A, B] = A B - B A`. -/
def opComm (A B : Matrix n n ℂ) : Matrix n n ℂ := A * B - B * A

/-- The anticommutator `{A, B} = A B + B A`. -/
def opAnticomm (A B : Matrix n n ℂ) : Matrix n n ℂ := A * B + B * A

/-- The dissipator of one jump operator, `D[L](ρ) = L ρ Lᴴ - {Lᴴ L, ρ} / 2`. -/
def dissipator (L ρ : Matrix n n ℂ) : Matrix n n ℂ :=
  L * ρ * Lᴴ - (1 / 2 : ℂ) • opAnticomm (Lᴴ * L) ρ

/-- The Lindblad generator `G(ρ) = -i [H, ρ] + ∑ₖ D[Lₖ](ρ)`. -/
def lindblad (H : Matrix n n ℂ) (L : K → Matrix n n ℂ) (ρ : Matrix n n ℂ) : Matrix n n ℂ :=
  (-Complex.I) • opComm H ρ + ∑ k, dissipator (L k) ρ
```

Non-negative rates $\gamma_k$ are absorbed into the $L_k$ as factors $\sqrt{\gamma_k}$. The argument `ρ` is any matrix: it is never assumed Hermitian, positive or normalised.

```lean
/-- The Heisenberg-picture dissipator `Lᴴ A L - {Lᴴ L, A} / 2` acting on an observable `A`. -/
def adjointDissipator (L A : Matrix n n ℂ) : Matrix n n ℂ :=
  Lᴴ * A * L - (1 / 2 : ℂ) • opAnticomm (Lᴴ * L) A

/-- The Heisenberg-picture generator `G†(A) = i [H, A] + ∑ₖ (Lₖᴴ A Lₖ - {Lₖᴴ Lₖ, A} / 2)`. -/
def adjointLindblad (H : Matrix n n ℂ) (L : K → Matrix n n ℂ) (A : Matrix n n ℂ) :
    Matrix n n ℂ :=
  Complex.I • opComm H A + ∑ k, adjointDissipator (L k) A
```

`adjointLindblad` is $G^\dagger(A)=i[H,A]+\sum_k(L_k^\dagger AL_k-\tfrac12\{L_k^\dagger L_k,A\})$, the dual of $G$ for the bilinear pairing $\operatorname{Tr}(A\rho)$.

```lean
/-- The curve `ρ` solves the master equation `ρ'(t) = G_t(ρ(t))`, entry by entry, at every
time of `S`; the Hamiltonian and the jump operators may depend on time. -/
def SolvesOn (H : ℝ → Matrix n n ℂ) (L : ℝ → K → Matrix n n ℂ) (S : Set ℝ)
    (ρ : ℝ → Matrix n n ℂ) : Prop :=
  ∀ t ∈ S, ∀ i j, HasDerivAt (fun s => ρ s i j) (lindblad (H t) (L t) (ρ t) i j) t
```

`SolvesOn H L S ρ` says that at each time $t\in S$ every entry of $\rho$ is differentiable with derivative $G_t(\rho(t))_{ij}$. The matrices $H(t)$ and $L_k(t)$ may depend on time, and no continuity is asked of them.

## Finite dimension, finitely many jumps

The system has finitely many levels and jump operators. By hand this enters through cyclicity of the trace and the exchange of trace and sum. For the commutator,
$$\operatorname{Tr}\big(A(-i)(H\rho-\rho H)\big)=-i\operatorname{Tr}(AH\rho)+i\operatorname{Tr}(HA\rho)=\operatorname{Tr}(i[H,A]\rho).$$
For one dissipator, $\operatorname{Tr}(AL\rho L^\dagger)=\operatorname{Tr}(L^\dagger AL\rho)$ and $\operatorname{Tr}(A\rho L^\dagger L)=\operatorname{Tr}(L^\dagger LA\rho)$, while $\operatorname{Tr}(AL^\dagger L\rho)$ already has $\rho$ on the right. Summing over $k$ gives $\operatorname{Tr}(A\,G(\rho))=\operatorname{Tr}(G^\dagger(A)\rho)$.

```lean
/-- Duality of the two pictures: `Tr(A G(ρ)) = Tr(G†(A) ρ)` for all matrices `A` and `ρ`. -/
theorem trace_mul_lindblad (H A ρ : Matrix n n ℂ) (L : K → Matrix n n ℂ) :
    trace (A * lindblad H L ρ) = trace (adjointLindblad H L A * ρ) := by
  -- cyclicity moves whatever stands to the right of ρ to the far left
  have cyc : ∀ X M : Matrix n n ℂ, trace (X * (ρ * M)) = trace (M * X * ρ) := by
    intro X M
    calc trace (X * (ρ * M)) = trace (X * ρ * M) := by rw [Matrix.mul_assoc]
      _ = trace (M * (X * ρ)) := trace_mul_comm _ _
      _ = trace (M * X * ρ) := by rw [Matrix.mul_assoc]
  -- Hamiltonian part
  have hH : trace (A * ((-Complex.I) • opComm H ρ))
      = trace ((Complex.I • opComm H A) * ρ) := by
    have h1 := cyc A H
    simp only [opComm, Matrix.mul_smul, Matrix.smul_mul, Matrix.mul_sub, Matrix.sub_mul,
      trace_smul, trace_sub, smul_eq_mul, Matrix.mul_assoc] at h1 ⊢
    linear_combination Complex.I * h1
  -- one dissipator
  have hD : ∀ M : Matrix n n ℂ,
      trace (A * dissipator M ρ) = trace (adjointDissipator M A * ρ) := by
    intro M
    have h1 := cyc (A * M) Mᴴ
    have h2 := cyc A (Mᴴ * M)
    simp only [dissipator, adjointDissipator, opAnticomm, Matrix.mul_smul, Matrix.smul_mul,
      Matrix.mul_sub, Matrix.sub_mul, Matrix.mul_add, Matrix.add_mul, trace_smul, trace_sub,
      trace_add, smul_eq_mul, Matrix.mul_assoc] at h1 h2 ⊢
    linear_combination h1 - (1 / 2 : ℂ) * h2
  simp only [lindblad, adjointLindblad, Matrix.mul_add, Matrix.add_mul, Matrix.mul_sum,
    Matrix.sum_mul, trace_add, trace_sum, hH, hD]
```

The step `cyc` is the cyclic move, obtained from `trace_mul_comm`. It is used once in `hH`, with coefficient $i$, and twice in `hD`, with coefficients $1$ and $-\tfrac12$; `trace_sum` collects the channels. Unbounded operators and infinitely many channels are not covered.

For $A=1$ the commutator vanishes and $L^\dagger L-\tfrac12\cdot2L^\dagger L=0$, so $G^\dagger(1)=0$ and $\operatorname{Tr}G(\rho)=\operatorname{Tr}(0\cdot\rho)=0$.

```lean
/-- The Heisenberg-picture generator annihilates the identity: `G†(1) = 0`. -/
theorem adjointLindblad_one [DecidableEq n] (H : Matrix n n ℂ) (L : K → Matrix n n ℂ) :
    adjointLindblad H L 1 = 0 := by
  have hD : ∀ M : Matrix n n ℂ, adjointDissipator M 1 = 0 := by
    intro M
    simp only [adjointDissipator, opAnticomm, Matrix.mul_one, Matrix.one_mul]
    module
  simp [adjointLindblad, opComm, hD]

/-- The Lindblad generator is traceless, `Tr G(ρ) = 0`, for arbitrary `H`, `Lₖ` and `ρ`. -/
theorem trace_lindblad (H ρ : Matrix n n ℂ) (L : K → Matrix n n ℂ) :
    trace (lindblad H L ρ) = 0 := by
  classical
  have h := trace_mul_lindblad H 1 ρ L
  rw [adjointLindblad_one] at h
  simpa using h
```

Traceless refers to the matrix $G(\rho)$; the trace of $G$ itself, as a linear map on matrices, need not vanish. No property of $H$ has been used. A non-Hermitian $H$ inside the commutator is different from the no-jump form $-i(H\rho-\rho H^\dagger)$, whose trace $-i\operatorname{Tr}((H-H^\dagger)\rho)$ need not vanish.

## Hermitian Hamiltonian

The hypothesis `H.IsHermitian` is $H^\dagger=H$, which makes the energies real. The dissipator does not need it. One has $(L\rho L^\dagger)^\dagger=L\rho^\dagger L^\dagger$, and $(L^\dagger L\rho)^\dagger=\rho^\dagger L^\dagger L$, $(\rho L^\dagger L)^\dagger=L^\dagger L\rho^\dagger$, so the two terms of the anticommutator trade places; the factor $\tfrac12$ is real, which is `hs`.

```lean
/-- Each dissipator commutes with the adjoint: `D[L](ρ)ᴴ = D[L](ρᴴ)`. -/
theorem conjTranspose_dissipator (L ρ : Matrix n n ℂ) :
    (dissipator L ρ)ᴴ = dissipator L ρᴴ := by
  have hs : star (1 / 2 : ℂ) = 1 / 2 := by
    simp
  simp only [dissipator, opAnticomm, conjTranspose_sub, conjTranspose_add, conjTranspose_smul,
    conjTranspose_mul, conjTranspose_conjTranspose, Matrix.mul_assoc, hs]
  module
```

For the commutator, conjugation turns $-i$ into $i$ and reverses the products:
$$(-i[H,\rho])^\dagger=i(\rho^\dagger H^\dagger-H^\dagger\rho^\dagger)=-i[H^\dagger,\rho^\dagger].$$
Hence $G_H(\rho)^\dagger=G_{H^\dagger}(\rho^\dagger)$ for arbitrary $H$.

```lean
/-- For arbitrary `H`, the adjoint of `G(ρ)` is the generator built on `Hᴴ` applied to `ρᴴ`. -/
theorem conjTranspose_lindblad (H ρ : Matrix n n ℂ) (L : K → Matrix n n ℂ) :
    (lindblad H L ρ)ᴴ = lindblad Hᴴ L ρᴴ := by
  have hs : star (-Complex.I) = Complex.I := by simp
  simp only [lindblad, opComm, conjTranspose_add, conjTranspose_sum, conjTranspose_smul,
    conjTranspose_dissipator, conjTranspose_sub, conjTranspose_mul, hs]
  module
```

Hermiticity is used only to replace $H^\dagger$ by $H$, which is the rewrite with `hH.eq`. In particular, for Hermitian $H$ the generator sends Hermitian matrices to Hermitian matrices.

```lean
/-- For a Hermitian Hamiltonian, `G(ρᴴ) = G(ρ)ᴴ` for every matrix `ρ`. -/
theorem lindblad_conjTranspose {H : Matrix n n ℂ} (hH : H.IsHermitian)
    (L : K → Matrix n n ℂ) (ρ : Matrix n n ℂ) :
    lindblad H L ρᴴ = (lindblad H L ρ)ᴴ := by
  rw [conjTranspose_lindblad, hH.eq]
```

Without it the identity can fail. With no jump operators, $H=\operatorname{diag}(0,i)$ and $\rho=\sigma_x$, one finds $G(\rho)_{01}=-1$ and $G(\rho)_{10}=1$, so a Hermitian $\rho$ has a non-Hermitian image. This counter-example and the two below are hand calculations with no Lean counterpart.

The hypothesis can be weakened exactly as far as follows: the identity holds for every $\rho$ if and only if $H-H^\dagger=c\,1$ for some complex $c$. Suppose it holds and put $\rho=X^\dagger$. Then $G_H(X)=G_{H^\dagger}(X)$, the dissipators cancel, and multiplication by $i$ leaves $[H,X]=[H^\dagger,X]$. So $D=H-H^\dagger$ commutes with every $X$. Taking $X=|j\rangle\langle i_0|$ with a fixed index $i_0$ and reading the entry $(i,i_0)$ of $DX=XD$ gives $D_{ij}=\delta_{ij}D_{i_0i_0}$. Conversely, if $H^\dagger=H-c\,1$, the scalar drops out of the commutator.

```lean
/-- The identity `G(ρᴴ) = G(ρ)ᴴ` holds for every `ρ` if and only if `H - Hᴴ` is a multiple
of the identity. -/
theorem lindblad_conjTranspose_iff [DecidableEq n] (H : Matrix n n ℂ)
    (L : K → Matrix n n ℂ) :
    (∀ ρ, lindblad H L ρᴴ = (lindblad H L ρ)ᴴ) ↔
      ∃ c : ℂ, H - Hᴴ = c • (1 : Matrix n n ℂ) := by
  -- a matrix commuting with all matrices is scalar
  have scalar : ∀ D : Matrix n n ℂ, (∀ X : Matrix n n ℂ, D * X = X * D) →
      ∃ c : ℂ, D = c • (1 : Matrix n n ℂ) := by
    intro D hc
    rcases isEmpty_or_nonempty n with hn | ⟨⟨i0⟩⟩
    · refine ⟨0, ?_⟩
      ext i j
      exact isEmptyElim i
    · refine ⟨D i0 i0, ?_⟩
      ext i j
      have h := congrFun (congrFun
        (hc (Matrix.of fun a b => if a = j ∧ b = i0 then (1 : ℂ) else 0)) i) i0
      by_cases hij : i = j
      · subst hij
        simpa [Matrix.mul_apply] using h
      · simpa [Matrix.mul_apply, hij, Matrix.one_apply_ne hij] using h
  constructor
  · intro h
    apply scalar
    intro X
    -- the dissipators cancel and leave [H, X] = [Hᴴ, X]
    have h1 := h Xᴴ
    simp only [conjTranspose_lindblad, conjTranspose_conjTranspose] at h1
    unfold lindblad at h1
    have h2 := add_right_cancel h1
    have h3 := congrArg (fun Y : Matrix n n ℂ => Complex.I • Y) h2
    have hI : Complex.I * -Complex.I = 1 := by rw [mul_neg, Complex.I_mul_I, neg_neg]
    simp only [smul_smul, hI, one_smul, opComm] at h3
    rw [Matrix.sub_mul, Matrix.mul_sub]
    exact sub_eq_sub_iff_sub_eq_sub.mp h3
  · rintro ⟨c, hc⟩ ρ
    have e : Hᴴ = H - c • (1 : Matrix n n ℂ) := by
      rw [← hc]
      abel
    -- a scalar shift drops out of the commutator
    have hcomm : ∀ X : Matrix n n ℂ, opComm Hᴴ X = opComm H X := by
      intro X
      rw [e]
      simp only [opComm, Matrix.sub_mul, Matrix.mul_sub, Matrix.smul_mul, Matrix.mul_smul,
        Matrix.one_mul, Matrix.mul_one]
      abel
    rw [conjTranspose_lindblad]
    simp only [lindblad, hcomm]
```

Here `scalar` is the matrix-unit argument, `add_right_cancel` removes the dissipators, `h3` is the multiplication by $i$, and `hcomm` is the converse.

## A differentiable solution

The curve obeys the master equation at each time of $S$; that such a curve exists is assumed and not derived. By hand, for a fixed matrix $A$,
$$\frac{d}{dt}\operatorname{Tr}(A\rho)=\sum_{ij}A_{ij}\dot\rho_{ji}=\operatorname{Tr}(A\,G_t(\rho))=\operatorname{Tr}(G_t^\dagger(A)\rho).$$

```lean
/-- Along a solution of the master equation, `d/dt Tr(A ρ(t)) = Tr(G†_t(A) ρ(t))`. -/
theorem hasDerivAt_expectation {H : ℝ → Matrix n n ℂ} {L : ℝ → K → Matrix n n ℂ}
    {S : Set ℝ} {ρ : ℝ → Matrix n n ℂ} (h : SolvesOn H L S ρ) (A : Matrix n n ℂ)
    {t : ℝ} (ht : t ∈ S) :
    HasDerivAt (fun s => trace (A * ρ s))
      (trace (adjointLindblad (H t) (L t) A * ρ t)) t := by
  rw [← trace_mul_lindblad]
  simp only [Matrix.trace, Matrix.diag_apply, Matrix.mul_apply]
  exact HasDerivAt.fun_sum fun i _ => HasDerivAt.fun_sum fun j _ =>
    (h t ht j i).const_mul (A i j)
```

The proof runs the duality backwards, writes the trace as the double sum, and differentiates term by term with `HasDerivAt.fun_sum`, feeding in `h t ht j i` for $\dot\rho_{ji}$. `HasDerivAt` is two-sided, so an endpoint belonging to $S$ requires differentiability across it; a solution known only for $t\ge0$ is covered on $t>0$.

## An interval of times, and a conserved observable

`S.OrdConnected` says that $S$ contains every time between two of its times. The hypothesis `hA` says $G_u^\dagger(A)=0$ for all $u\in S$, that is, $A$ is stationary in the Heisenberg picture. By hand, the derivative above then vanishes at all times between $s$ and $t$, and
$$\operatorname{Tr}(A\rho(t))-\operatorname{Tr}(A\rho(s))=\int_s^t0\,du=0 .$$

```lean
/-- If `G†_t(A) = 0` throughout an interval of times, then `Tr(A ρ(t))` is constant on that
interval along any solution. -/
theorem expectation_const {H : ℝ → Matrix n n ℂ} {L : ℝ → K → Matrix n n ℂ}
    {S : Set ℝ} (hS : S.OrdConnected) {ρ : ℝ → Matrix n n ℂ} (h : SolvesOn H L S ρ)
    (A : Matrix n n ℂ) (hA : ∀ u ∈ S, adjointLindblad (H u) (L u) A = 0)
    {s t : ℝ} (hs : s ∈ S) (ht : t ∈ S) :
    trace (A * ρ t) = trace (A * ρ s) := by
  have hd : ∀ x ∈ Set.uIcc s t, HasDerivAt (fun u => trace (A * ρ u)) (0 : ℂ) x := by
    intro x hx
    have hxS : x ∈ S := hS.uIcc_subset hs ht hx
    have hx' := hasDerivAt_expectation h A hxS
    rw [hA x hxS, Matrix.zero_mul, trace_zero] at hx'
    exact hx'
  -- integrate the vanishing derivative from s to t
  have key := intervalIntegral.integral_eq_sub_of_hasDerivAt
    (f := fun u => trace (A * ρ u)) (f' := fun _ => (0 : ℂ)) hd
    (continuous_const.intervalIntegrable _ _)
  simp only [intervalIntegral.integral_zero] at key
  exact sub_eq_zero.mp key.symm
```

The interval property enters as `hS.uIcc_subset`, which places the segment from $s$ to $t$, in either order, inside $S$. Then `hA` sets the derivative to zero in `hd`, and `key` is the fundamental theorem of calculus. For $A=1$ the hypothesis `hA` is `adjointLindblad_one`, which gives constant trace with no condition on $H(t)$ or $L_k(t)$.

```lean
/-- A solution of the master equation on an interval of times has constant trace there. -/
theorem trace_const {H : ℝ → Matrix n n ℂ} {L : ℝ → K → Matrix n n ℂ}
    {S : Set ℝ} (hS : S.OrdConnected) {ρ : ℝ → Matrix n n ℂ} (h : SolvesOn H L S ρ)
    {s t : ℝ} (hs : s ∈ S) (ht : t ∈ S) :
    trace (ρ t) = trace (ρ s) := by
  classical
  have key := expectation_const hS h 1 (fun u _ => adjointLindblad_one (H u) (L u)) hs ht
  simpa only [Matrix.one_mul] using key
```

If $S=\mathbb R\setminus\{0\}$, $H=0$ and there are no jumps, the curve equal to $1$ for $t<0$ and to $2\cdot1$ for $t\ge0$ solves the equation on $S$ and its trace doubles. The jump at $t=0$ is responsible: a curve that solves the equation on this $S$ and is continuous at $0$ has the same trace on both sides.

## The adjoint of a solution

If $H(t)$ is Hermitian for each $t\in S$, then $\frac{d}{dt}\overline{\rho_{ji}}=\overline{G_t(\rho)_{ji}}=(G_t(\rho)^\dagger)_{ij}=G_t(\rho^\dagger)_{ij}$, so $\rho(t)^\dagger$ is again a solution. The set $S$ is arbitrary here.

```lean
/-- For Hermitian `H(t)`, the adjoint `ρ(t)ᴴ` of a solution solves the same master equation. -/
theorem solvesOn_conjTranspose {H : ℝ → Matrix n n ℂ} {L : ℝ → K → Matrix n n ℂ}
    {S : Set ℝ} (hH : ∀ t ∈ S, (H t).IsHermitian) {ρ : ℝ → Matrix n n ℂ}
    (h : SolvesOn H L S ρ) : SolvesOn H L S (fun t => (ρ t)ᴴ) := by
  intro t ht i j
  have hstar := (h t ht j i).star
  show HasDerivAt (fun s => star (ρ s j i)) (lindblad (H t) (L t) (ρ t)ᴴ i j) t
  rw [lindblad_conjTranspose (hH t ht), conjTranspose_apply]
  exact hstar
```

The term `hstar` is the first equality and `lindblad_conjTranspose (hH t ht)` the last. The theorem does not say that a Hermitian initial matrix stays Hermitian, since that step needs uniqueness of solutions.

## A decaying two-level system

Take $H=\operatorname{diag}(0,\omega)$ with real $\omega$ and a single jump operator $L=|0\rangle\langle1|$ at unit rate.

```lean
/-- The two-level Hamiltonian `diag(0, ω)`. -/
def qubitH (ω : ℝ) : Matrix (Fin 2) (Fin 2) ℂ := !![0, 0; 0, (ω : ℂ)]

/-- The lowering operator `|0⟩⟨1|` of a two-level system. -/
def lowering : Matrix (Fin 2) (Fin 2) ℂ := !![0, 1; 0, 0]

/-- The curve `diag(1 - e^{-t}, e^{-t})` of two-level matrices. -/
def decayState (t : ℝ) : Matrix (Fin 2) (Fin 2) ℂ :=
  !![1 - ((Real.exp (-t) : ℝ) : ℂ), 0; 0, ((Real.exp (-t) : ℝ) : ℂ)]
```

For $\rho=\operatorname{diag}(1-p,p)$ the commutator vanishes, $L\rho L^\dagger=p|0\rangle\langle0|$, and $L^\dagger L=|1\rangle\langle1|$ gives $\tfrac12\{L^\dagger L,\rho\}=p|1\rangle\langle1|$. Thus $G(\rho)=\operatorname{diag}(p,-p)$, which is `hG`. With $p=e^{-t}$ this equals $\dot\rho$, checked entry by entry in `h00`, `h0` and `h11`. The theorem states that $H$ is Hermitian and that the curve solves the equation on all of $\mathbb R$; it is a density matrix only for $t\ge0$, where $1-e^{-t}\ge0$. The example also shows why `hA` is needed: for $A=|1\rangle\langle1|$ one has $G^\dagger(A)=-A$, and $\operatorname{Tr}(A\rho)=e^{-t}$ is not constant.

```lean
/-- The Hamiltonian `diag(0, ω)` is Hermitian, and `diag(1 - e^{-t}, e^{-t})` solves the
master equation with this Hamiltonian and the single jump operator `|0⟩⟨1|` at all times. -/
theorem decay_witness (ω : ℝ) :
    (qubitH ω).IsHermitian ∧
      SolvesOn (fun _ => qubitH ω) (fun _ (_ : Unit) => lowering) Set.univ decayState := by
  constructor
  · show (qubitH ω)ᴴ = qubitH ω
    ext i j
    fin_cases i <;> fin_cases j <;> simp [qubitH, conjTranspose_apply]
  · have hLH : loweringᴴ = !![0, 0; 1, 0] := by
      ext i j
      fin_cases i <;> fin_cases j <;> simp [lowering, conjTranspose_apply]
    -- the generator moves population from level 1 to level 0 at unit rate
    have hG : ∀ p : ℂ, lindblad (qubitH ω) (fun _ : Unit => lowering) !![1 - p, 0; 0, p]
        = !![p, 0; 0, -p] := by
      intro p
      simp only [lindblad, dissipator, opComm, opAnticomm, hLH, Finset.univ_unique,
        Finset.sum_singleton]
      simp only [qubitH, lowering, Matrix.mul_fin_two]
      ext i j
      fin_cases i <;> fin_cases j <;> simp <;> ring
    intro t _ i j
    have hG' : lindblad (qubitH ω) (fun _ : Unit => lowering) (decayState t)
        = !![((Real.exp (-t) : ℝ) : ℂ), 0; 0, -((Real.exp (-t) : ℝ) : ℂ)] := hG _
    have hneg : HasDerivAt (fun s : ℝ => -s) (-1) t := hasDerivAt_neg t
    have h11 : HasDerivAt (fun s : ℝ => ((Real.exp (-s) : ℝ) : ℂ))
        (-((Real.exp (-t) : ℝ) : ℂ)) t :=
      hneg.exp.ofReal_comp.congr_deriv (by push_cast; ring)
    have h00 : HasDerivAt (fun s : ℝ => 1 - ((Real.exp (-s) : ℝ) : ℂ))
        ((Real.exp (-t) : ℝ) : ℂ) t :=
      (h11.const_sub 1).congr_deriv (neg_neg _)
    have h0 : HasDerivAt (fun _ : ℝ => (0 : ℂ)) 0 t := hasDerivAt_const t (0 : ℂ)
    show HasDerivAt (fun s => decayState s i j)
      (lindblad (qubitH ω) (fun _ : Unit => lowering) (decayState t) i j) t
    rw [hG']
    fin_cases i <;> fin_cases j
    · exact h00
    · exact h0
    · exact h0
    · exact h11

end

end LindbladGenerator
```

```lean
#print axioms LindbladGenerator.trace_lindblad
#print axioms LindbladGenerator.lindblad_conjTranspose_iff
#print axioms LindbladGenerator.trace_const
#print axioms LindbladGenerator.solvesOn_conjTranspose
```

```
'LindbladGenerator.trace_lindblad' depends on axioms: [propext, Classical.choice, Quot.sound]
'LindbladGenerator.lindblad_conjTranspose_iff' depends on axioms: [propext, Classical.choice, Quot.sound]
'LindbladGenerator.trace_const' depends on axioms: [propext, Classical.choice, Quot.sound]
'LindbladGenerator.solvesOn_conjTranspose' depends on axioms: [propext, Classical.choice, Quot.sound]
```
